# Convergence of Plain SCF Iteration in a Gapped Lattice Model with Weak Linear Feedback

Electrons on a finite lattice fill the negative levels of a Hamiltonian whose site potential depends on their own density. Feeding each output density back as the next input may settle down or oscillate. A spectral gap around zero energy, with feedback small enough compared with that gap, guarantees convergence.

Let \(H_0\) be a real symmetric \(m\times m\) matrix whose eigenvalues have modulus at least \(g/2>0\), and let \(P(H)\) project onto the negative eigenspaces of \(H\). The linear map \(K\) turns a density \(n\) into a potential, with \(|(Kn)_i|\le g/4\) on the cube \([0,1]^m\) and \(\|Kx\|\le c\|x\|\) in the Euclidean norm. Then
\[F(n)=\operatorname{diag}P(H_0+\operatorname{diag}(Kn))\]
maps the cube into itself with Lipschitz constant \(2c/g\). If \(c<g/2\), plain iteration from any density in the cube converges to the unique fixed point there.

## From the gap to a contraction

**The gap survives.** Let \(x\) be a unit eigenvector of \(H_0+\operatorname{diag}(v)\) with eigenvalue \(l\), where \(|v_i|\le g/4\). Then \((H_0x)_i=(l-v_i)x_i\), so \(g/2\le\|H_0x\|\le|l|+g/4\), and \(|l|\ge g/4\).

**Changing the projector costs energy.** An orthogonal projector \(Q\) has \(Q_{ii}=\sum_jQ_{ij}^2\ge Q_{ii}^2\), hence \(0\le Q_{ii}\le1\) in any orthonormal basis. Let \(H\) have levels \(\varepsilon_k\) with \(|\varepsilon_k|\ge\delta\) and occupations \(f_k\in\{0,1\}\), write \(P=P(H)\), and let \(q_k\) be the diagonal entries of \(Q\) in the eigenbasis of \(H\). Since \(q_k-f_k\) is nonpositive for filled levels and nonnegative for empty ones,
\[\operatorname{Tr}H(Q-P)=\sum_k|\varepsilon_k||q_k-f_k|,\]
\[\operatorname{Tr}(Q-P)^2=\sum_k(q_k-2f_kq_k+f_k)=\sum_k|q_k-f_k|.\]
The first is therefore at least \(\delta\) times the second.

**Two potentials.** For \(v=Kn\) and \(w=Kn'\), put \(H_v=H_0+\operatorname{diag}(v)\), define \(H_w\) likewise, and set \(M=P(H_w)-P(H_v)\). With \(\delta=g/4\),
\[\operatorname{Tr}H_vM\ge\delta\operatorname{Tr}M^2,\qquad-\operatorname{Tr}H_wM\ge\delta\operatorname{Tr}M^2.\]
Adding these, and using \(\operatorname{Tr}M^2\ge\sum_iM_{ii}^2\), gives
\[\tfrac g2\sum_iM_{ii}^2\le\sum_i(v_i-w_i)M_{ii}.\]
As \(M_{ii}=F(n')_i-F(n)_i\), Cauchy–Schwarz yields \(\tfrac g2\|F(n)-F(n')\|\le c\|n-n'\|\). Banach's theorem finishes the argument.

**Mixing.** Let \(n\) now be the fixed point and \(0<\alpha\le1\). The error of \((1-\alpha)x+\alpha F(x)\) is \((1-\alpha)(x-n)+\alpha(F(x)-n)\), so each step multiplies the error norm by at most \(1-\alpha(1-2c/g)\).

**One site, with and without the gap.** For \(m=1\) the potential cannot change the sign of \(H_0\), so \(F\) is constant on the cube and one step suffices. Without the gap condition this fails: take \(g=4\), \(H_0=-\tfrac12\), \(K=1\), \(c=1\). The other hypotheses hold, but the iteration runs \(0\to1\to0\), and no fixed point exists.

## The model in Lean

The finite type `ι` labels both sites and levels.

```lean
import Mathlib

open Matrix Filter Topology
open scoped NNReal

namespace LinearMixingGap

noncomputable section

variable {ι : Type*} [Fintype ι] [DecidableEq ι]
```

Eigenvectors form the columns of `modes`. The Fermi level is fixed at zero, at zero temperature and without spin; electron number is not imposed. A zero level would count as empty.

```lean
/-- The orthogonal matrix whose columns are the eigenvectors of `H`. -/
def modes {H : Matrix ι ι ℝ} (h : H.IsHermitian) : Matrix ι ι ℝ :=
  (h.eigenvectorUnitary : Matrix ι ι ℝ)

/-- Occupation of a level: one if its energy is negative, zero otherwise. -/
def occ {H : Matrix ι ι ℝ} (h : H.IsHermitian) (k : ι) : ℝ :=
  if h.eigenvalues k < 0 then 1 else 0

/-- The projector `P(H)` onto the negative eigenspaces of `H`. -/
def negProj {H : Matrix ι ι ℝ} (h : H.IsHermitian) : Matrix ι ι ℝ :=
  modes h * diagonal (occ h) * (modes h)ᵀ
```

Densities live in `EuclideanSpace ℝ ι`, which fixes the norm. `K` is linear and acts only through site potentials; it need not be symmetric.

```lean
omit [Fintype ι] in
/-- Adding a real local potential keeps the Hamiltonian symmetric. -/
theorem ham_symm {H0 : Matrix ι ι ℝ} (h0 : H0.IsHermitian) (v : ι → ℝ) :
    (H0 + diagonal v).IsHermitian :=
  h0.add (Matrix.isHermitian_diagonal v)

/-- The SCF map: density `n` to the diagonal of `P(H0 + diag(K n))`. -/
def scf {H0 : Matrix ι ι ℝ} (h0 : H0.IsHermitian)
    (K : EuclideanSpace ℝ ι →ₗ[ℝ] EuclideanSpace ℝ ι) (n : EuclideanSpace ℝ ι) :
    EuclideanSpace ℝ ι :=
  WithLp.toLp 2 fun i => negProj (ham_symm h0 (K n).ofLp) i i

/-- Linear mixing of the input density with the SCF output, with weight `α` on the output. -/
def mix {H0 : Matrix ι ι ℝ} (h0 : H0.IsHermitian)
    (K : EuclideanSpace ℝ ι →ₗ[ℝ] EuclideanSpace ℝ ι) (α : ℝ) (n : EuclideanSpace ℝ ι) :
    EuclideanSpace ℝ ι :=
  (1 - α) • n + α • scf h0 K n

/-- Densities with every site occupation between zero and one. -/
def cube (ι : Type*) : Set (EuclideanSpace ℝ ι) := {n | ∀ i, 0 ≤ n i ∧ n i ≤ 1}
```

## Projectors and the energy inequality

These lemmas supply the eigenbasis, the bound on diagonal entries, and the projector property of \(P(H)\).

```lean
/-- The eigenvectors are orthonormal and diagonalise `H`. -/
theorem modes_spec {H : Matrix ι ι ℝ} (h : H.IsHermitian) :
    (modes h)ᵀ * modes h = 1 ∧ modes h * (modes h)ᵀ = 1 ∧
      H * modes h = modes h * diagonal h.eigenvalues := by
  have e : star (modes h) = (modes h)ᵀ := by
    ext i j
    simp [Matrix.star_apply]
  have e1 : star (modes h) * modes h = 1 :=
    Matrix.mem_unitaryGroup_iff'.mp h.eigenvectorUnitary.2
  rw [e] at e1
  refine ⟨e1, mul_eq_one_comm.mp e1, ?_⟩
  ext a k
  have := congrFun (h.mulVec_eigenvectorBasis k) a
  rw [Matrix.mul_diagonal, mul_comm]
  exact this

omit [DecidableEq ι] in
/-- The diagonal entries of an orthogonal projector lie between zero and one. -/
theorem proj_diag {Q : Matrix ι ι ℝ} (hs : Qᵀ = Q) (hi : Q * Q = Q) (i : ι) :
    0 ≤ Q i i ∧ Q i i ≤ 1 := by
  have h := congrFun (congrFun hi i) i
  rw [Matrix.mul_apply] at h
  have hsq : ∀ j, 0 ≤ Q i j * Q j i := fun j => by
    have : Q j i = Q i j := congrFun (congrFun hs i) j
    rw [this]
    exact mul_self_nonneg _
  have h1 := Finset.single_le_sum (fun j _ => hsq j) (Finset.mem_univ i)
  rw [h] at h1
  constructor <;> nlinarith [mul_self_nonneg (Q i i), mul_self_nonneg (Q i i - 1)]

/-- `P(H)` is an orthogonal projector. -/
theorem negProj_proj {H : Matrix ι ι ℝ} (h : H.IsHermitian) :
    (negProj h)ᵀ = negProj h ∧ negProj h * negProj h = negProj h := by
  obtain ⟨o1, -, -⟩ := modes_spec h
  constructor
  · simp [negProj, Matrix.transpose_mul, Matrix.mul_assoc]
  · have hd : diagonal (occ h) * diagonal (occ h) = diagonal (occ h) := by
      rw [Matrix.diagonal_mul_diagonal]
      congr 1
      ext k
      simp [occ]
    calc negProj h * negProj h
        = modes h * diagonal (occ h) * ((modes h)ᵀ * modes h) * diagonal (occ h)
            * (modes h)ᵀ := by simp only [negProj, Matrix.mul_assoc]
      _ = negProj h := by
        rw [o1, Matrix.mul_one, Matrix.mul_assoc (modes h), hd, negProj]
```

In `trace_gap`, `R` is \(Q\) in the eigenbasis. The traces become sums over `k`, and `split_ifs` separates filled from empty levels.

```lean
/-- If all levels of `H` have modulus at least `δ`, replacing `P(H)` by another orthogonal
projector `Q` costs at least `δ` times their squared Frobenius distance. -/
theorem trace_gap {H Q : Matrix ι ι ℝ} (h : H.IsHermitian) {δ : ℝ}
    (hδ : ∀ k, δ ≤ |h.eigenvalues k|) (hs : Qᵀ = Q) (hi : Q * Q = Q) :
    δ * trace ((Q - negProj h) * (Q - negProj h)) ≤ trace (H * (Q - negProj h)) := by
  obtain ⟨o1, o2, o3⟩ := modes_spec h
  have spec : modes h * diagonal h.eigenvalues * (modes h)ᵀ = H := by
    rw [← o3, Matrix.mul_assoc, o2, Matrix.mul_one]
  have tm : ∀ (d : ι → ℝ) (X : Matrix ι ι ℝ),
      trace (modes h * diagonal d * (modes h)ᵀ * X)
        = ∑ k, d k * ((modes h)ᵀ * X * modes h) k k := by
    intro d X
    have e : modes h * diagonal d * (modes h)ᵀ * X
        = modes h * (diagonal d * ((modes h)ᵀ * X)) := by simp only [Matrix.mul_assoc]
    rw [e, Matrix.trace_mul_comm, Matrix.mul_assoc]
    simp only [Matrix.trace, Matrix.diag_apply, Matrix.diagonal_mul]
  have hP : (modes h)ᵀ * negProj h * modes h = diagonal (occ h) := by
    calc (modes h)ᵀ * negProj h * modes h
        = ((modes h)ᵀ * modes h) * diagonal (occ h) * ((modes h)ᵀ * modes h) := by
          simp only [negProj, Matrix.mul_assoc]
      _ = diagonal (occ h) := by rw [o1, Matrix.one_mul, Matrix.mul_one]
  -- `R` is the competing projector written in the eigenbasis of `H`
  obtain ⟨R, hR⟩ : ∃ R, R = (modes h)ᵀ * Q * modes h := ⟨_, rfl⟩
  have hRs : Rᵀ = R := by simp [hR, Matrix.transpose_mul, hs, Matrix.mul_assoc]
  have hRi : R * R = R := by
    calc R * R = (modes h)ᵀ * Q * (modes h * (modes h)ᵀ) * Q * modes h := by
          simp only [hR, Matrix.mul_assoc]
      _ = R := by rw [o2, Matrix.mul_one, Matrix.mul_assoc _ Q Q, hi, hR]
  have e1 := tm h.eigenvalues Q
  have e2 := tm h.eigenvalues (negProj h)
  rw [spec] at e1 e2
  have e3 : trace (negProj h * Q) = _ := tm (occ h) Q
  have e4 : trace (negProj h * negProj h) = _ := tm (occ h) (negProj h)
  rw [← hR] at e1 e3
  simp only [hP, Matrix.diagonal_apply_eq] at e2 e4
  have e5 : trace Q = ∑ k, R k k := by
    have : trace R = trace Q := by
      rw [hR, Matrix.trace_mul_comm, ← Matrix.mul_assoc, o2, Matrix.one_mul]
    exact this.symm
  have ex : trace ((Q - negProj h) * (Q - negProj h))
      = trace Q - 2 * trace (negProj h * Q) + trace (negProj h * negProj h) := by
    rw [Matrix.sub_mul, Matrix.mul_sub, Matrix.mul_sub, hi, Matrix.trace_sub,
      Matrix.trace_sub, Matrix.trace_sub, Matrix.trace_mul_comm Q (negProj h)]
    ring
  rw [ex, Matrix.mul_sub, Matrix.trace_sub, e1, e2, e3, e4, e5]
  simp only [Finset.mul_sum, ← Finset.sum_sub_distrib, ← Finset.sum_add_distrib]
  -- the inequality holds level by level
  refine Finset.sum_le_sum fun k _ => ?_
  have q := proj_diag hRs hRi k
  have hk := hδ k
  unfold occ
  split_ifs with hl
  · rw [abs_of_neg hl] at hk
    nlinarith [mul_nonneg (sub_nonneg.2 hk) (sub_nonneg.2 q.2)]
  · rw [abs_of_nonneg (not_lt.mp hl)] at hk
    nlinarith [mul_nonneg (sub_nonneg.2 hk) q.1]
```

## Gap and density response

`gap_survives` compares the lower bound `low` and upper bound `up` on \(\|H_0x\|^2\).

```lean
/-- If the levels of `H0` have modulus at least `g/2`, a local potential bounded by `g/4`
leaves all levels at modulus at least `g/4`. -/
theorem gap_survives {H0 : Matrix ι ι ℝ} (h0 : H0.IsHermitian) {g : ℝ} (hg : 0 < g)
    (hgap : ∀ k, g / 2 ≤ |h0.eigenvalues k|) {v : ι → ℝ} (hv : ∀ i, |v i| ≤ g / 4) (k : ι) :
    g / 4 ≤ |(ham_symm h0 v).eigenvalues k| := by
  obtain ⟨o1, o2, o3⟩ := modes_spec h0
  obtain ⟨p1, -, p3⟩ := modes_spec (ham_symm h0 v)
  have iso : ∀ z : ι → ℝ, (modes h0 *ᵥ z) ⬝ᵥ (modes h0 *ᵥ z) = z ⬝ᵥ z := fun z => by
    rw [Matrix.dotProduct_mulVec, ← Matrix.mulVec_transpose, Matrix.mulVec_mulVec, o1,
      Matrix.one_mulVec]
  have low : ∀ x : ι → ℝ, (g / 2) ^ 2 * (x ⬝ᵥ x) ≤ (H0 *ᵥ x) ⬝ᵥ (H0 *ᵥ x) := by
    intro x
    obtain ⟨y, rfl⟩ : ∃ y, x = modes h0 *ᵥ y :=
      ⟨(modes h0)ᵀ *ᵥ x, by rw [Matrix.mulVec_mulVec, o2, Matrix.one_mulVec]⟩
    rw [Matrix.mulVec_mulVec, o3, ← Matrix.mulVec_mulVec, iso, iso]
    simp only [dotProduct, Matrix.mulVec_diagonal, Finset.mul_sum]
    refine Finset.sum_le_sum fun j _ => ?_
    have hj := pow_le_pow_left₀ (by positivity) (hgap j) 2
    rw [sq_abs] at hj
    nlinarith [mul_le_mul_of_nonneg_right hj (mul_self_nonneg (y j))]
  by_contra hlt
  have hlt := not_le.mp hlt
  obtain ⟨l, hl⟩ : ∃ l, l = (ham_symm h0 v).eigenvalues k := ⟨_, rfl⟩
  obtain ⟨x, hx⟩ : ∃ x : ι → ℝ, x = fun a => modes (ham_symm h0 v) a k := ⟨_, rfl⟩
  have hn : x ⬝ᵥ x = 1 := by
    have := congrFun (congrFun p1 k) k
    rw [Matrix.one_apply_eq] at this
    rw [hx]
    exact this
  -- the eigenvalue equation, with the potential moved to the right
  have he : ∀ a, (H0 *ᵥ x) a = (l - v a) * x a := by
    intro a
    have := congrFun (congrFun p3 a) k
    rw [Matrix.add_mul, Matrix.add_apply, Matrix.diagonal_mul, Matrix.mul_diagonal, ← hl] at this
    have e : (H0 *ᵥ x) a = (H0 * modes (ham_symm h0 v)) a k := by rw [hx]; rfl
    have ea : x a = modes (ham_symm h0 v) a k := by rw [hx]
    rw [e, ea]
    linarith
  rw [← hl] at hlt
  have up : (H0 *ᵥ x) ⬝ᵥ (H0 *ᵥ x) ≤ (|l| + g / 4) ^ 2 * (x ⬝ᵥ x) := by
    simp only [dotProduct, he, Finset.mul_sum]
    refine Finset.sum_le_sum fun a _ => ?_
    have ha := abs_le.mp (hv a)
    have hb : (l - v a) ^ 2 ≤ (|l| + g / 4) ^ 2 :=
      sq_le_sq' (by linarith [neg_abs_le l]) (by linarith [le_abs_self l])
    nlinarith [mul_le_mul_of_nonneg_right hb (mul_self_nonneg (x a))]
  have := (low x).trans up
  rw [hn] at this
  nlinarith [abs_nonneg l]
```

`density_response` applies `trace_gap` twice, exchanging the two projectors, and discards the off-diagonal part of \(\operatorname{Tr}M^2\).

```lean
/-- For two local potentials whose Hamiltonians have all levels at modulus at least `δ`, the squared
norm of the density change from `v` to `w`, times `2δ`, is at most the sum over sites of `v - w`
times that change. -/
theorem density_response {H0 : Matrix ι ι ℝ} (h0 : H0.IsHermitian) {δ : ℝ} (hδ : 0 ≤ δ)
    {v w : ι → ℝ} (hv : ∀ k, δ ≤ |(ham_symm h0 v).eigenvalues k|)
    (hw : ∀ k, δ ≤ |(ham_symm h0 w).eigenvalues k|) :
    2 * δ * ∑ i, (negProj (ham_symm h0 w) - negProj (ham_symm h0 v)) i i
        * (negProj (ham_symm h0 w) - negProj (ham_symm h0 v)) i i
      ≤ ∑ i, (v i - w i) * (negProj (ham_symm h0 w) - negProj (ham_symm h0 v)) i i := by
  obtain ⟨s1, i1⟩ := negProj_proj (ham_symm h0 v)
  obtain ⟨s2, i2⟩ := negProj_proj (ham_symm h0 w)
  have a := trace_gap (ham_symm h0 v) hv s2 i2
  have b := trace_gap (ham_symm h0 w) hw s1 i1
  rw [← neg_sub (negProj (ham_symm h0 w)) (negProj (ham_symm h0 v)), neg_mul_neg,
    Matrix.mul_neg, Matrix.trace_neg] at b
  have hM : (negProj (ham_symm h0 w) - negProj (ham_symm h0 v))ᵀ
      = negProj (ham_symm h0 w) - negProj (ham_symm h0 v) := by
    rw [Matrix.transpose_sub, s1, s2]
  generalize negProj (ham_symm h0 w) - negProj (ham_symm h0 v) = M at a b hM ⊢
  have td : ∀ u : ι → ℝ, trace (diagonal u * M) = ∑ i, u i * M i i := fun u => by
    simp only [Matrix.trace, Matrix.diag_apply, Matrix.diagonal_mul]
  rw [Matrix.add_mul, Matrix.trace_add, td] at a b
  have hd : ∑ i, M i i * M i i ≤ trace (M * M) := by
    simp only [Matrix.trace, Matrix.diag_apply, Matrix.mul_apply]
    refine Finset.sum_le_sum fun i _ => ?_
    refine Finset.single_le_sum (f := fun j => M i j * M j i) (fun j _ => ?_)
      (Finset.mem_univ i)
    have : M j i = M i j := congrFun (congrFun hM i) j
    simp only [this]
    exact mul_self_nonneg _
  have hsum : ∑ i, (v i - w i) * M i i = ∑ i, v i * M i i - ∑ i, w i * M i i := by
    rw [← Finset.sum_sub_distrib]
    exact Finset.sum_congr rfl fun i _ => by ring
  rw [hsum]
  nlinarith [mul_le_mul_of_nonneg_left hd hδ]
```

## Contraction, fixed point and mixing

`scf_mem` needs no gap. `scf_lipschitz` treats a zero density change separately before cancelling its norm.

```lean
/-- The SCF map sends every density into the cube. -/
theorem scf_mem {H0 : Matrix ι ι ℝ} (h0 : H0.IsHermitian)
    (K : EuclideanSpace ℝ ι →ₗ[ℝ] EuclideanSpace ℝ ι) (n : EuclideanSpace ℝ ι) :
    scf h0 K n ∈ cube ι := fun i =>
  proj_diag (negProj_proj (ham_symm h0 (K n).ofLp)).1 (negProj_proj _).2 i

/-- If the levels of `H0` have modulus at least `g/2`, the potentials `K n` are bounded by `g/4` on
the cube, and `‖K x‖ ≤ c ‖x‖` for all `x`, then on the cube the SCF map is Lipschitz with constant
`2c/g` in the Euclidean norm. -/
theorem scf_lipschitz {H0 : Matrix ι ι ℝ} (h0 : H0.IsHermitian)
    (K : EuclideanSpace ℝ ι →ₗ[ℝ] EuclideanSpace ℝ ι) {g c : ℝ} (hg : 0 < g)
    (hgap : ∀ k, g / 2 ≤ |h0.eigenvalues k|) (hK : ∀ n ∈ cube ι, ∀ i, |K n i| ≤ g / 4)
    (hc : ∀ x, ‖K x‖ ≤ c * ‖x‖) {n n' : EuclideanSpace ℝ ι}
    (hn : n ∈ cube ι) (hn' : n' ∈ cube ι) :
    ‖scf h0 K n - scf h0 K n'‖ ≤ 2 * c / g * ‖n - n'‖ := by
  have ie : ∀ x y : EuclideanSpace ℝ ι, inner ℝ x y = ∑ i, x i * y i := fun x y => by
    simp [PiLp.inner_apply, mul_comm]
  have r : 2 * (g / 4) * inner ℝ (scf h0 K n' - scf h0 K n) (scf h0 K n' - scf h0 K n)
      ≤ inner ℝ (K n - K n') (scf h0 K n' - scf h0 K n) := by
    rw [ie, ie]
    exact density_response h0 (by positivity) (gap_survives h0 hg hgap (hK n hn))
      (gap_survives h0 hg hgap (hK n' hn'))
  have cs := real_inner_le_norm (K n - K n') (scf h0 K n' - scf h0 K n)
  have kb := hc (n - n')
  rw [map_sub] at kb
  rw [real_inner_self_eq_norm_sq] at r
  rw [norm_sub_rev (scf h0 K n), show 2 * c / g * ‖n - n'‖ = c * ‖n - n'‖ * 2 / g by ring,
    le_div_iff₀ hg]
  rcases (norm_nonneg (scf h0 K n' - scf h0 K n)).eq_or_lt with hz | hp
  · rw [← hz]
    linarith [norm_nonneg (K n - K n')]
  · have := mul_le_mul_of_nonneg_right kb hp.le
    have := le_of_mul_le_mul_right (a := ‖scf h0 K n' - scf h0 K n‖)
      (b := g / 2 * ‖scf h0 K n' - scf h0 K n‖) (c := c * ‖n - n'‖) (by nlinarith) hp
    linarith
```

`scf_converges` states existence, uniqueness within the cube, and convergence from every starting density in it. The proof shows that the cube is closed and applies Banach's theorem.

```lean
/-- Under the hypotheses of `scf_lipschitz`, and if also `c < g/2`, the SCF map has exactly one
fixed point in the cube, and plain iteration from any density in the cube converges to it. -/
theorem scf_converges {H0 : Matrix ι ι ℝ} (h0 : H0.IsHermitian)
    (K : EuclideanSpace ℝ ι →ₗ[ℝ] EuclideanSpace ℝ ι) {g c : ℝ} (hg : 0 < g)
    (hgap : ∀ k, g / 2 ≤ |h0.eigenvalues k|) (hK : ∀ n ∈ cube ι, ∀ i, |K n i| ≤ g / 4)
    (hc : ∀ x, ‖K x‖ ≤ c * ‖x‖) (hcg : c < g / 2) :
    ∃ n ∈ cube ι, scf h0 K n = n ∧ (∀ n' ∈ cube ι, scf h0 K n' = n' → n' = n) ∧
      ∀ n₀ ∈ cube ι, Tendsto (fun k => (scf h0 K)^[k] n₀) atTop (𝓝 n) := by
  have hq : 2 * c / g < 1 := by
    rw [div_lt_one hg]
    linarith
  have hcl : IsClosed (cube ι) := by
    have hcont : ∀ i, Continuous (fun n : EuclideanSpace ℝ ι => n i) := fun i => by fun_prop
    have e : cube ι = ⋂ i, (fun n : EuclideanSpace ℝ ι => n i) ⁻¹' Set.Icc (0 : ℝ) 1 := by
      ext n
      simp only [Set.mem_iInter, Set.mem_preimage, Set.mem_Icc]
      exact Iff.rfl
    rw [e]
    exact isClosed_iInter fun i => isClosed_Icc.preimage (hcont i)
  have hm : Set.MapsTo (scf h0 K) (cube ι) (cube ι) := fun n _ => scf_mem h0 K n
  have hct : ContractingWith (⟨max (2 * c / g) 0, le_max_right _ _⟩ : ℝ≥0)
      (hm.restrict (scf h0 K) (cube ι) (cube ι)) := by
    refine ⟨?_, LipschitzWith.of_dist_le_mul fun x y => ?_⟩
    · apply NNReal.coe_lt_coe.mp
      rw [NNReal.coe_one]
      exact max_lt hq one_pos
    · change dist (scf h0 K x) (scf h0 K y) ≤ max (2 * c / g) 0 * dist x.1 y.1
      rw [dist_eq_norm, dist_eq_norm]
      exact (scf_lipschitz h0 K hg hgap hK hc x.2 y.2).trans
        (mul_le_mul_of_nonneg_right (le_max_left _ _) (norm_nonneg _))
  have ban : ∀ n₀ ∈ cube ι, ∃ n ∈ cube ι, scf h0 K n = n ∧
      Tendsto (fun k => (scf h0 K)^[k] n₀) atTop (𝓝 n) := by
    intro n₀ hn₀
    obtain ⟨n, hn, hf, ht, -⟩ :=
      ContractingWith.exists_fixedPoint' hcl.isComplete hm hct hn₀ (edist_ne_top _ _)
    exact ⟨n, hn, hf, ht⟩
  -- two fixed points would be strictly closer to each other than they are
  have uni : ∀ n ∈ cube ι, ∀ n' ∈ cube ι, scf h0 K n = n → scf h0 K n' = n' → n' = n := by
    intro n hn n' hn' hf hf'
    have hl := scf_lipschitz h0 K hg hgap hK hc hn' hn
    rw [hf, hf'] at hl
    have : ‖n' - n‖ = 0 := by nlinarith [norm_nonneg (n' - n)]
    exact sub_eq_zero.mp (norm_eq_zero.mp this)
  obtain ⟨n, hn, hf, -⟩ := ban _ (scf_mem h0 K 0)
  refine ⟨n, hn, hf, fun n' hn' hf' => uni n hn n' hn' hf hf', fun n₀ hn₀ => ?_⟩
  obtain ⟨y, hy, hfy, ht⟩ := ban n₀ hn₀
  rwa [uni n hn y hy hf hfy] at ht
```

`mixing_rate` takes a fixed point `n` as given, which `scf_converges` supplies, and assumes `0 ≤ c`. Convexity keeps the iterates in the cube, and induction on the step number `k` gives the power.

```lean
/-- Under the hypotheses of `scf_converges`, and if also `0 ≤ c`, linear mixing with `0 < α ≤ 1`
started in the cube converges to any given fixed point `n` in the cube, and the error after `k`
steps is at most `(1 - α (1 - 2c/g))^k` times the initial error. -/
theorem mixing_rate {H0 : Matrix ι ι ℝ} (h0 : H0.IsHermitian)
    (K : EuclideanSpace ℝ ι →ₗ[ℝ] EuclideanSpace ℝ ι) {g c α : ℝ} (hg : 0 < g)
    (hgap : ∀ k, g / 2 ≤ |h0.eigenvalues k|) (hK : ∀ n ∈ cube ι, ∀ i, |K n i| ≤ g / 4)
    (hc : ∀ x, ‖K x‖ ≤ c * ‖x‖) (hc0 : 0 ≤ c) (hcg : c < g / 2) (hα : 0 < α) (hα1 : α ≤ 1)
    {n n₀ : EuclideanSpace ℝ ι} (hn : n ∈ cube ι) (hf : scf h0 K n = n) (hn₀ : n₀ ∈ cube ι) :
    (∀ k : ℕ, ‖(mix h0 K α)^[k] n₀ - n‖ ≤ (1 - α * (1 - 2 * c / g)) ^ k * ‖n₀ - n‖) ∧
      Tendsto (fun k => (mix h0 K α)^[k] n₀) atTop (𝓝 n) := by
  have hq : 2 * c / g < 1 := by
    rw [div_lt_one hg]
    linarith
  have hq0 : 0 ≤ 2 * c / g := by positivity
  have hr0 : 0 ≤ 1 - α * (1 - 2 * c / g) := by nlinarith [mul_nonneg hα.le hq0]
  have hr1 : 1 - α * (1 - 2 * c / g) < 1 := by nlinarith [mul_pos hα (sub_pos.2 hq)]
  have hmem : ∀ x ∈ cube ι, mix h0 K α x ∈ cube ι := by
    intro x hx i
    have h1 := hx i
    have h2 := scf_mem h0 K x i
    have e : mix h0 K α x i = (1 - α) * x i + α * scf h0 K x i := rfl
    rw [e]
    have hb : 0 ≤ 1 - α := by linarith
    constructor
    · exact add_nonneg (mul_nonneg hb h1.1) (mul_nonneg hα.le h2.1)
    · nlinarith [mul_le_mul_of_nonneg_left h1.2 hb, mul_le_mul_of_nonneg_left h2.2 hα.le]
  -- one mixing step reduces the error by the stated factor
  have step : ∀ x ∈ cube ι,
      ‖mix h0 K α x - n‖ ≤ (1 - α * (1 - 2 * c / g)) * ‖x - n‖ := by
    intro x hx
    have hl := scf_lipschitz h0 K hg hgap hK hc hx hn
    rw [hf] at hl
    have e : mix h0 K α x - n = (1 - α) • (x - n) + α • (scf h0 K x - n) := by
      unfold mix
      module
    rw [e]
    refine (norm_add_le _ _).trans ?_
    rw [norm_smul, norm_smul, Real.norm_of_nonneg (sub_nonneg.2 hα1),
      Real.norm_of_nonneg hα.le]
    nlinarith [mul_le_mul_of_nonneg_left hl hα.le]
  have all : ∀ k : ℕ, (mix h0 K α)^[k] n₀ ∈ cube ι ∧
      ‖(mix h0 K α)^[k] n₀ - n‖ ≤ (1 - α * (1 - 2 * c / g)) ^ k * ‖n₀ - n‖ := by
    intro k
    induction k with
    | zero => exact ⟨hn₀, by simp⟩
    | succ k ih =>
      rw [Function.iterate_succ_apply']
      refine ⟨hmem _ ih.1, (step _ ih.1).trans ?_⟩
      rw [pow_succ', mul_assoc]
      exact mul_le_mul_of_nonneg_left ih.2 hr0
  refine ⟨fun k => (all k).2, ?_⟩
  rw [tendsto_iff_norm_sub_tendsto_zero]
  refine squeeze_zero (fun _ => norm_nonneg _) (fun k => (all k).2) ?_
  simpa using (tendsto_pow_atTop_nhds_zero_of_lt_one hr0 hr1).mul_const ‖n₀ - n‖

end

end LinearMixingGap
```

For this finite, gapped model with linear feedback through site potentials, the result gives a sufficient condition for running an SCF loop undamped; the guaranteed error factor is smallest at \(\alpha=1\).

```lean
#print axioms LinearMixingGap.scf_converges
#print axioms LinearMixingGap.mixing_rate
```

```
'LinearMixingGap.scf_converges' depends on axioms: [propext, Classical.choice, Quot.sound]
'LinearMixingGap.mixing_rate' depends on axioms: [propext, Classical.choice, Quot.sound]
```
